# Spin channels related by a quarter turn give a spin-to-charge current ratio |a−b|/(a+b); channels with threefold or higher rotational symmetry, related by any rotation or reflection, give no spin current

Each spin channel has a real symmetric $2\times2$ conductivity, $\sigma_\uparrow$ or $\sigma_\downarrow$, and in an in-plane electric field $\mathbf E$ the charge and spin currents are $\mathbf j_c=(\sigma_\uparrow+\sigma_\downarrow)\mathbf E$ and $\mathbf j_s=(\sigma_\uparrow-\sigma_\downarrow)\mathbf E$, both in units of charge current. A spatial operation $Q$ turns a tensor $S$ into $QSQ^{\mathsf T}$, and $R(\theta)$ denotes the counterclockwise rotation by $\theta$. In the ratio $|a-b|/(a+b)$, $a$ and $b$ are the principal conductivities of the spin-up channel, both positive.

In Lean 4 with Mathlib:

```lean
import Mathlib

open Matrix Real

namespace AltermagnetSpinConductivity

noncomputable section

/-- The rotation of the plane by the angle `θ`. -/
def rot (θ : ℝ) : Matrix (Fin 2) (Fin 2) ℝ :=
  !![cos θ, -sin θ; sin θ, cos θ]

/-- The conductivity tensor `S` transformed by the spatial operation `Q`. -/
def rotated (Q S : Matrix (Fin 2) (Fin 2) ℝ) : Matrix (Fin 2) (Fin 2) ℝ :=
  Q * S * Qᵀ

/-- A conductivity with principal values `a` and `b` along the x and y axes. -/
def principal (a b : ℝ) : Matrix (Fin 2) (Fin 2) ℝ :=
  !![a, 0; 0, b]

/-- The charge current: the sum of the currents of the two spin channels. -/
def chargeCurrent (up down : Matrix (Fin 2) (Fin 2) ℝ) (E : Fin 2 → ℝ) : Fin 2 → ℝ :=
  (up + down) *ᵥ E

/-- The spin current, in units of charge current: the difference of the currents of the
two spin channels. -/
def spinCurrent (up down : Matrix (Fin 2) (Fin 2) ℝ) (E : Fin 2 → ℝ) : Fin 2 → ℝ :=
  (up - down) *ᵥ E

/-- The Euclidean length of a vector in the plane. -/
def magnitude (v : Fin 2 → ℝ) : ℝ := √(v ⬝ᵥ v)

/-- A quarter turn exchanges the two principal conductivities. -/
theorem rotated_quarter (a b : ℝ) :
    rotated (rot (π / 2)) (principal a b) = principal b a := by
  ext i j
  fin_cases i <;> fin_cases j <;>
    simp [rotated, rot, principal, Matrix.mul_apply, Fin.sum_univ_succ]

/-- With spin channels related by a quarter turn, the charge current is `a + b` times the
field, and the spin current is `a - b` times the field mirrored in the x axis. -/
theorem currents_quarter (a b x y : ℝ) :
    chargeCurrent (principal a b) (rotated (rot (π / 2)) (principal a b)) ![x, y]
        = (a + b) • ![x, y] ∧
    spinCurrent (principal a b) (rotated (rot (π / 2)) (principal a b)) ![x, y]
        = (a - b) • ![x, -y] := by
  rw [rotated_quarter]
  constructor
  · ext i
    fin_cases i <;>
      simp [chargeCurrent, principal, Matrix.mulVec, dotProduct, Fin.sum_univ_succ,
        -mul_eq_mul_right_iff, -mul_eq_mul_left_iff]
    ring
  · ext i
    fin_cases i <;>
      simp [spinCurrent, principal, Matrix.mulVec, dotProduct, Fin.sum_univ_succ,
        -mul_eq_mul_right_iff, -mul_eq_mul_left_iff]
    ring

/-- Scaling a vector by `c` scales its length by `|c|`. -/
theorem magnitude_smul (c : ℝ) (v : Fin 2 → ℝ) :
    magnitude (c • v) = |c| * magnitude v := by
  unfold magnitude
  rw [smul_dotProduct, dotProduct_smul, smul_eq_mul, smul_eq_mul, ← mul_assoc,
    Real.sqrt_mul (mul_self_nonneg c), Real.sqrt_mul_self_eq_abs]

/-- For every nonzero field in the plane, the ratio of the magnitudes of spin and charge
current is `|a - b| / (a + b)`. -/
theorem spin_charge_ratio {a b x y : ℝ} (ha : 0 < a) (hb : 0 < b) (hE : ![x, y] ≠ 0) :
    magnitude (spinCurrent (principal a b)
        (rotated (rot (π / 2)) (principal a b)) ![x, y]) /
      magnitude (chargeCurrent (principal a b)
        (rotated (rot (π / 2)) (principal a b)) ![x, y]) = |a - b| / (a + b) := by
  -- mirroring the field does not change its length
  have hm : magnitude ![x, -y] = magnitude ![x, y] := by
    simp [magnitude, dotProduct, Fin.sum_univ_succ]
  have hne : magnitude ![x, y] ≠ 0 := by
    intro h
    have hnn : 0 ≤ ![x, y] ⬝ᵥ ![x, y] :=
      Finset.sum_nonneg fun i _ => mul_self_nonneg _
    exact hE (dotProduct_self_eq_zero.1 ((Real.sqrt_eq_zero hnn).1 h))
  rw [(currents_quarter a b x y).1, (currents_quarter a b x y).2, magnitude_smul,
    magnitude_smul, hm, abs_of_pos (add_pos ha hb), mul_div_mul_right _ _ hne]

/-- For a field at angle `φ` to the x axis, the spin current along the field varies as
`cos 2φ` and the spin current perpendicular to it as `-sin 2φ`. -/
theorem spin_current_angular (a b E φ : ℝ) :
    spinCurrent (principal a b) (rotated (rot (π / 2)) (principal a b))
        ![E * cos φ, E * sin φ] ⬝ᵥ ![cos φ, sin φ] = (a - b) * E * cos (2 * φ) ∧
    spinCurrent (principal a b) (rotated (rot (π / 2)) (principal a b))
        ![E * cos φ, E * sin φ] ⬝ᵥ ![-sin φ, cos φ] = -((a - b) * E * sin (2 * φ)) := by
  rw [(currents_quarter a b _ _).2, Real.cos_two_mul, Real.sin_two_mul]
  simp only [dotProduct, Fin.sum_univ_two, Pi.smul_apply, smul_eq_mul,
    Matrix.cons_val_zero, Matrix.cons_val_one]
  constructor
  · linear_combination (-(a - b) * E) * Real.sin_sq_add_cos_sq φ
  · ring

/-- For a field along (1,1), the charge current is parallel to the field, the spin current
is perpendicular to it, and their magnitudes have the ratio `|a - b| / (a + b)`. -/
theorem diagonal_field_spin_splitter {a b E : ℝ} (ha : 0 < a) (hb : 0 < b) (hE : E ≠ 0) :
    let up := principal a b
    let down := rotated (rot (π / 2)) up
    chargeCurrent up down ![E, E] = (a + b) • ![E, E] ∧
    spinCurrent up down ![E, E] ⬝ᵥ ![E, E] = 0 ∧
    magnitude (spinCurrent up down ![E, E]) / magnitude (chargeCurrent up down ![E, E])
      = |a - b| / (a + b) := by
  refine ⟨(currents_quarter a b E E).1, ?_, spin_charge_ratio ha hb ?_⟩
  · rw [(currents_quarter a b E E).2]
    simp only [dotProduct, Fin.sum_univ_two, Pi.smul_apply, smul_eq_mul,
      Matrix.cons_val_zero, Matrix.cons_val_one]
    ring
  · intro h
    exact hE (congrFun h 0)

/-- A symmetric conductivity invariant under a rotation by an angle with nonzero sine is a
multiple of the identity. -/
theorem isotropic_of_invariant {θ : ℝ} (hθ : sin θ ≠ 0) {S : Matrix (Fin 2) (Fin 2) ℝ}
    (hS : S.IsSymm) (hinv : rotated (rot θ) S = S) :
    ∃ c : ℝ, S = c • (1 : Matrix (Fin 2) (Fin 2) ℝ) := by
  have horth : (rot θ)ᵀ * rot θ = 1 := by
    ext i j
    fin_cases i <;> fin_cases j <;>
      simp [rot, Matrix.mul_apply, Fin.sum_univ_succ] <;>
      nlinarith [Real.sin_sq_add_cos_sq θ]
  -- invariance means that S commutes with the rotation
  have hcomm : rot θ * S = S * rot θ := by
    calc rot θ * S = rotated (rot θ) S * rot θ := by
          rw [rotated, Matrix.mul_assoc, horth, Matrix.mul_one]
      _ = S * rot θ := by rw [hinv]
  have r00 : rot θ 0 0 = cos θ := rfl
  have r01 : rot θ 0 1 = -sin θ := rfl
  have r10 : rot θ 1 0 = sin θ := rfl
  have r11 : rot θ 1 1 = cos θ := rfl
  have hs : S 1 0 = S 0 1 := hS.apply 0 1
  have h00 := congrFun (congrFun hcomm 0) 0
  have h01 := congrFun (congrFun hcomm 0) 1
  simp only [Matrix.mul_apply, Fin.sum_univ_two, r00, r01, r10, r11] at h00 h01
  -- the off-diagonal entry and the anisotropy both vanish
  have hq : S 0 1 = 0 := by
    apply (mul_eq_zero.1 (_ : sin θ * S 0 1 = 0)).resolve_left hθ
    linear_combination (-1 / 2) * h00 - (sin θ / 2) * hs
  have hd : S 0 0 - S 1 1 = 0 := by
    apply (mul_eq_zero.1 (_ : sin θ * (S 0 0 - S 1 1) = 0)).resolve_left hθ
    linear_combination h01
  have hd' : S 1 1 = S 0 0 := by linarith
  have hq' : S 1 0 = 0 := hs.trans hq
  refine ⟨S 0 0, ?_⟩
  ext i j
  fin_cases i <;> fin_cases j <;> simp [hq, hq', hd']

/-- If the spin-up conductivity is symmetric and invariant under an `n`-fold rotation with
`n ≥ 3`, and an orthogonal operation maps it to the spin-down one, the spin current is zero
for every field. -/
theorem spin_current_vanishes {n : ℕ} (hn : 3 ≤ n) {S Q : Matrix (Fin 2) (Fin 2) ℝ}
    (hS : S.IsSymm) (hinv : rotated (rot (2 * π / n)) S = S) (hQ : Q * Qᵀ = 1)
    (E : Fin 2 → ℝ) : spinCurrent S (rotated Q S) E = 0 := by
  have hn' : (3 : ℝ) ≤ n := by exact_mod_cast hn
  have hpos : (0 : ℝ) < n := by linarith
  have hsin : sin (2 * π / n) ≠ 0 := by
    apply ne_of_gt
    apply Real.sin_pos_of_pos_of_lt_pi
    · positivity
    · rw [div_lt_iff₀ hpos]
      nlinarith [Real.pi_pos]
  obtain ⟨c, hc⟩ := isotropic_of_invariant hsin hS hinv
  -- an isotropic tensor is unchanged by Q
  have hrot : rotated Q S = S := by
    rw [hc, rotated, Matrix.mul_smul, Matrix.mul_one, Matrix.smul_mul, hQ]
  rw [spinCurrent, hrot, sub_self, Matrix.zero_mulVec]

/-- Twofold symmetry is not enough: a conductivity with `a ≠ b` is invariant under a half
turn, yet with its quarter-turn partner it gives a nonzero spin current along (1,1). -/
theorem twofold_not_enough {a b : ℝ} (hab : a ≠ b) :
    rotated (rot π) (principal a b) = principal a b ∧
    spinCurrent (principal a b) (rotated (rot (π / 2)) (principal a b)) ![1, 1] ≠ 0 := by
  constructor
  · ext i j
    fin_cases i <;> fin_cases j <;>
      simp [rotated, rot, principal, Matrix.mul_apply, Fin.sum_univ_succ]
  · rw [(currents_quarter a b 1 1).2]
    intro h
    have h0 : (a - b) * 1 = 0 := congrFun h 0
    exact hab (by linarith)

end

end AltermagnetSpinConductivity
```

```lean
#print axioms AltermagnetSpinConductivity.currents_quarter
-- 'AltermagnetSpinConductivity.currents_quarter' depends on axioms: [propext, Classical.choice, Quot.sound]
#print axioms AltermagnetSpinConductivity.diagonal_field_spin_splitter
-- 'AltermagnetSpinConductivity.diagonal_field_spin_splitter' depends on axioms: [propext, Classical.choice, Quot.sound]
#print axioms AltermagnetSpinConductivity.spin_current_vanishes
-- 'AltermagnetSpinConductivity.spin_current_vanishes' depends on axioms: [propext, Classical.choice, Quot.sound]
#print axioms AltermagnetSpinConductivity.twofold_not_enough
-- 'AltermagnetSpinConductivity.twofold_not_enough' depends on axioms: [propext, Classical.choice, Quot.sound]
```

## Two channels related by a quarter turn

Let $\sigma_\uparrow=\mathrm{diag}(a,b)$, written `principal a b`. The quarter turn exchanges its principal values:

$$
\sigma_\downarrow=
\begin{pmatrix}0&-1\\1&0\end{pmatrix}
\begin{pmatrix}a&0\\0&b\end{pmatrix}
\begin{pmatrix}0&1\\-1&0\end{pmatrix}
=\begin{pmatrix}b&0\\0&a\end{pmatrix}.
$$

The sum of the two tensors is $(a+b)\mathbb 1$ and their difference is $(a-b)\,\mathrm{diag}(1,-1)$. For $\mathbf E=(x,y)$ this gives

$$
\mathbf j_c=(a+b)(x,y),\qquad \mathbf j_s=(a-b)(x,-y).
$$

The theorems `rotated_quarter` and `currents_quarter` establish these formulas entry by entry. The charge response is isotropic, while the spin current follows the field mirrored in the x axis.

Mirroring preserves length, so $|\mathbf j_s|=|a-b|\,|\mathbf E|$. If $a,b>0$, then $|\mathbf j_c|=(a+b)|\mathbf E|$, and for every nonzero field

$$
\frac{|\mathbf j_s|}{|\mathbf j_c|}=\frac{|a-b|}{a+b}.
$$

This is `spin_charge_ratio`. Its proof takes the scalar factors out of the lengths with `magnitude_smul` and cancels the common nonzero length of the field.

The direction of the field decides how the spin current divides into longitudinal and transverse parts. For $\mathbf E=E(\cos\varphi,\sin\varphi)$, projection onto $(\cos\varphi,\sin\varphi)$ and $(-\sin\varphi,\cos\varphi)$ gives

$$
\begin{aligned}
j_s^{\parallel}&=(a-b)E(\cos^2\varphi-\sin^2\varphi)=(a-b)E\cos2\varphi,\\
j_s^{\perp}&=-2(a-b)E\sin\varphi\cos\varphi=-(a-b)E\sin2\varphi.
\end{aligned}
$$

These are the two parts of `spin_current_angular`. Along $(1,1)$ the longitudinal part vanishes: with $\mathbf E=(E,E)$, $\mathbf j_s\cdot\mathbf E=(a-b)(E^2-E^2)=0$. The theorem `diagonal_field_spin_splitter` combines this with the parallel charge current and the ratio, for $E\neq0$. When $a=b$, the spin current is zero and the ratio is zero too.

## Threefold or higher symmetry within a channel

Now let $\sigma_\uparrow=S$ be symmetric and invariant under rotation by $\theta=2\pi/n$, with $n\ge3$; orders 3 and 4 are included. Since $R^{\mathsf T}R=\mathbb 1$, multiplying $RSR^{\mathsf T}=S$ on the right by $R$ gives $RS=SR$. With indices running over 0 and 1, the 00 and 01 entries read

$$
\begin{aligned}
\cos\theta\,S_{00}-\sin\theta\,S_{10}&=\cos\theta\,S_{00}+\sin\theta\,S_{01},\\
\cos\theta\,S_{01}-\sin\theta\,S_{11}&=-\sin\theta\,S_{00}+\cos\theta\,S_{01}.
\end{aligned}
$$

Using $S_{10}=S_{01}$, they reduce to $2\sin\theta\,S_{01}=0$ and $\sin\theta\,(S_{00}-S_{11})=0$. Because $0<2\pi/n<\pi$, the sine is positive, so $S=c\mathbb 1$ for some real $c$. This is `isotropic_of_invariant`, where the `linear_combination` steps extract the same two equations.

If $\sigma_\downarrow=QSQ^{\mathsf T}$ with $QQ^{\mathsf T}=\mathbb 1$, then $\sigma_\downarrow=c\,QQ^{\mathsf T}=c\mathbb 1=\sigma_\uparrow$. Hence $\mathbf j_s=0$ for every field, as `spin_current_vanishes` states. The operation $Q$ may be a rotation or a reflection.

A twofold axis does not suffice. The half turn is $-\mathbb 1$, which leaves every tensor unchanged and so permits $a\neq b$. With a quarter-turn partner, the field $(1,1)$ then produces $\mathbf j_s=(a-b)(1,-1)\neq0$, the counterexample in `twofold_not_enough`.

## The physics in the hypotheses

Adding and subtracting two separate currents describes linear response with conserved spin: spin-orbit coupling and spin-flip scattering are neglected. The relation between $\sigma_\uparrow$ and $\sigma_\downarrow$ stands for a crystal operation that exchanges the two spin channels, as in an altermagnet. Invariance of $S$ stands for a rotation that preserves each channel. Both relations are assumed here, not derived from a band structure or a magnetic space group.

Symmetry of $S$ excludes a Hall-like antisymmetric part, which rotational invariance alone would allow. The values $a$ and $b$ are inputs, and positivity makes both principal conductivities dissipative.

For spin-resolved transport calculations, the results provide symmetry checks on computed conductivity tensors, within this two-dimensional model of uncoupled spin channels.
